# Bands and gaps from the trace of a real 2×2 transfer matrix with determinant one

A real 2×2 transfer matrix with determinant one has only non-real eigenvalues of modulus one exactly when its trace is smaller than two in absolute value. The trace exceeds two in absolute value exactly when the eigenvalues are a real number outside the unit circle and its inverse. The first case is a Bloch band, the second a gap. For a non-interacting, one-dimensional periodic chain whose unit cell is described by such a matrix at each energy, one trace per energy therefore tells whether that energy lies in a band.

## Transfer matrices and their multipliers

Let $M$ be a real 2×2 matrix that carries a pair of amplitudes across one unit cell, and write $\tau=\operatorname{tr}M$. Throughout parts (a) to (g), $\det M=1$. Physically this expresses current conservation: for two solutions at the same energy, the determinant formed from their amplitude pairs (the Wronskian) is the same on both sides of the cell.

```lean
import Mathlib

open Matrix

namespace TransferMatrixBands

noncomputable section
```

A complex number $z$ is a multiplier of $M$ if $Mv=zv$ for some nonzero $v\in\mathbb C^2$. Multipliers are thus the complex eigenvalues of $M$. In the definition below, `M.map Complex.ofReal` is $M$ with its entries regarded as complex numbers, and `*ᵥ` is the matrix-vector product. The matrix describes a single cell; its powers, finite samples and transmission through them are not treated.

```lean
/-- A complex number `z` is a multiplier of the real transfer matrix `M` if some nonzero complex
amplitude vector is multiplied by `z` on crossing one cell. -/
def IsMultiplier (M : Matrix (Fin 2) (Fin 2) ℝ) (z : ℂ) : Prop :=
  ∃ v : Fin 2 → ℂ, v ≠ 0 ∧ (M.map Complex.ofReal) *ᵥ v = z • v
```

## (a) The equation for the multipliers

Show that $z$ is a multiplier of $M$ if and only if
$$z^2-\tau z+1=0.$$

A nonzero $v$ with $(M-z)v=0$ exists exactly when $\det(M-z)=0$. With rows and columns numbered 0 and 1, as in Lean,
$$\det(M-z)=(M_{00}-z)(M_{11}-z)-M_{01}M_{10}=z^2-(M_{00}+M_{11})z+\det M,$$
and $\det M=1$ gives the stated equation.

```lean
/-- The multipliers of a transfer matrix of determinant one are the roots of
`z² - (tr M) z + 1`. -/
theorem isMultiplier_iff {M : Matrix (Fin 2) (Fin 2) ℝ} (hM : M.det = 1) (z : ℂ) :
    IsMultiplier M z ↔ z ^ 2 - (M.trace : ℂ) * z + 1 = 0 := by
  have key : (M.map Complex.ofReal - z • (1 : Matrix (Fin 2) (Fin 2) ℂ)).det
      = z ^ 2 - (M.trace : ℂ) * z + 1 := by
    have hd : (M 0 0 : ℂ) * M 1 1 - M 0 1 * M 1 0 = 1 := by
      rw [Matrix.det_fin_two] at hM
      exact_mod_cast hM
    rw [Matrix.det_fin_two, Matrix.trace_fin_two]
    simp
    linear_combination hd
  rw [← key, ← Matrix.exists_mulVec_eq_zero_iff]
  simp only [IsMultiplier, Matrix.sub_mulVec, Matrix.smul_mulVec, Matrix.one_mulVec, sub_eq_zero]
```

The hypothesis `hM` is the determinant condition. The step `key` expands the determinant, and `Matrix.exists_mulVec_eq_zero_iff` supplies the criterion for a nonzero solution $v$.

## (b) Recognising the multipliers from their sum and product

Let $a,b\in\mathbb C$ satisfy $a+b=\tau$ and $ab=1$. Show that
$$z\text{ is a multiplier}\iff z=a\ \text{or}\ z=b.$$

Expanding the product gives
$$(z-a)(z-b)=z^2-(a+b)z+ab=z^2-\tau z+1.$$
By (a), $z$ is a multiplier exactly when this vanishes, hence when one of the factors does. The case $a=b$ is included.

```lean
/-- Two complex numbers whose sum is the trace and whose product is one are exactly the
multipliers of a transfer matrix of determinant one. -/
theorem isMultiplier_iff_of_pair {M : Matrix (Fin 2) (Fin 2) ℝ} (hM : M.det = 1) {a b : ℂ}
    (hs : a + b = (M.trace : ℂ)) (hp : a * b = 1) (z : ℂ) :
    IsMultiplier M z ↔ z = a ∨ z = b := by
  have h : z ^ 2 - (M.trace : ℂ) * z + 1 = (z - a) * (z - b) := by
    linear_combination z * hs - hp
  rw [isMultiplier_iff hM, h, mul_eq_zero, sub_eq_zero, sub_eq_zero]
```

The factorisation is `h`, obtained from the sum `hs` and the product `hp`. Parts (d), (e) and (f) use this theorem to identify the complete set of multipliers.

## (c) Multipliers inside the band

Let $|\tau|<2$. Show that every multiplier $z$ satisfies
$$\operatorname{Im}z\neq0,\qquad |z|=1.$$

Write $z=x+iy$ with $x,y$ real. The real and imaginary parts of the equation in (a) are
$$x^2-y^2-\tau x+1=0,\qquad y(2x-\tau)=0.$$
If $y=0$, four times the first equation reads $(2x-\tau)^2+(4-\tau^2)=0$. This is impossible, because the first term is non-negative and the second positive. So $y\neq0$, and the second equation gives $\tau=2x$. Substituting this into the first gives $1-x^2-y^2=0$, that is, $|z|^2=1$. Since $|z|\ge0$, it follows that $|z|=1$.

```lean
/-- If the determinant is one and the trace lies strictly between -2 and 2, every multiplier is
non-real and has modulus one. -/
theorem band_multiplier {M : Matrix (Fin 2) (Fin 2) ℝ} (hM : M.det = 1) (h : |M.trace| < 2)
    {z : ℂ} (hz : IsMultiplier M z) : z.im ≠ 0 ∧ ‖z‖ = 1 := by
  rw [isMultiplier_iff hM] at hz
  generalize M.trace = t at hz h
  have ht : t ^ 2 < 4 := by
    obtain ⟨h1, h2⟩ := abs_lt.1 h
    nlinarith
  -- real and imaginary parts of the characteristic equation
  have hre := congrArg Complex.re hz
  have him := congrArg Complex.im hz
  simp only [pow_two, Complex.add_re, Complex.sub_re, Complex.mul_re, Complex.ofReal_re,
    Complex.ofReal_im, Complex.one_re, Complex.zero_re] at hre
  simp only [pow_two, Complex.add_im, Complex.sub_im, Complex.mul_im, Complex.ofReal_re,
    Complex.ofReal_im, Complex.one_im, Complex.zero_im] at him
  have hy : z.im ≠ 0 := by
    intro h0
    rw [h0] at hre
    nlinarith [sq_nonneg (2 * z.re - t)]
  have hx : 2 * z.re = t := mul_left_cancel₀ hy (by linear_combination him)
  have hn : ‖z‖ ^ 2 = 1 := by
    rw [Complex.sq_norm, Complex.normSq_apply]
    linear_combination z.re * hx - hre
  exact ⟨hy, (pow_eq_one_iff_of_nonneg (norm_nonneg z) two_ne_zero).1 hn⟩
```

The two real equations are `hre` and `him`; inside this proof the letter `t` stands for the trace. The steps `hy`, `hx` and `hn` establish $y\ne0$, $2x=\tau$ and $|z|^2=1$ in that order.

## (d) The Bloch phase

Let $|\tau|<2$ again. Show that there is a real $k$ with $0<k<\pi$ and
$$\tau=2\cos k,$$
such that the multipliers are exactly $e^{ik}$ and $e^{-ik}$.

Take $k=\arccos(\tau/2)$. Since $-1<\tau/2<1$, $k$ lies strictly between $0$ and $\pi$. Moreover,
$$e^{ik}+e^{-ik}=2\cos k=\tau,\qquad e^{ik}e^{-ik}=1,$$
so (b) applies.

```lean
/-- If the determinant is one and the trace lies strictly between -2 and 2, the trace equals `2 cos
k` for a Bloch phase `k` between 0 and π, and the multipliers are exactly `exp (i k)` and `exp (-i
k)`. -/
theorem band_bloch_phase {M : Matrix (Fin 2) (Fin 2) ℝ} (hM : M.det = 1) (h : |M.trace| < 2) :
    ∃ k : ℝ, 0 < k ∧ k < Real.pi ∧ M.trace = 2 * Real.cos k ∧
      ∀ z : ℂ, IsMultiplier M z ↔
        z = Complex.exp (k * Complex.I) ∨ z = Complex.exp (-k * Complex.I) := by
  obtain ⟨h1, h2⟩ := abs_lt.1 h
  have hcos : Real.cos (Real.arccos (M.trace / 2)) = M.trace / 2 :=
    Real.cos_arccos (by linarith) (by linarith)
  have hpos : 0 < Real.arccos (M.trace / 2) := Real.arccos_pos.2 (by linarith)
  have hle := Real.arccos_le_pi (M.trace / 2)
  generalize Real.arccos (M.trace / 2) = k at hcos hpos hle
  have htr : M.trace = 2 * Real.cos k := by linarith
  refine ⟨k, hpos, lt_of_le_of_ne hle ?_, htr, isMultiplier_iff_of_pair hM ?_ ?_⟩
  · intro hk
    rw [hk, Real.cos_pi] at hcos
    linarith
  · rw [htr]
    push_cast
    rw [Complex.cos]
    ring
  · rw [← Complex.exp_add, show (k : ℂ) * Complex.I + -k * Complex.I = 0 by ring,
      Complex.exp_zero]
```

Here $k$ is the phase gained per cell, a dimensionless number: the wavenumber times the cell length. The value $k=\pi$ is excluded because it would force $\tau=-2$. The last two bullets of the proof check the sum and the product.

## (e) The band edge

Let $|\tau|=2$. Show that the only multiplier is
$$z=\tau/2.$$

Choose $a=b=\tau/2$ in (b). The sum is $\tau$, and the product is $\tau^2/4=1$. The multiplier is therefore $1$ or $-1$, according to the sign of the trace.

```lean
/-- If the determinant is one and the trace is 2 or -2, half the trace is the only multiplier. -/
theorem edge_multiplier {M : Matrix (Fin 2) (Fin 2) ℝ} (hM : M.det = 1) (h : |M.trace| = 2)
    (z : ℂ) : IsMultiplier M z ↔ z = ((M.trace / 2 : ℝ) : ℂ) := by
  have h4 : M.trace ^ 2 = 4 := by
    rw [← sq_abs, h]
    norm_num
  have hp : M.trace / 2 * (M.trace / 2) = 1 := by linear_combination h4 / 4
  rw [isMultiplier_iff_of_pair hM (a := ((M.trace / 2 : ℝ) : ℂ)) (b := ((M.trace / 2 : ℝ) : ℂ))
    (by rw [← Complex.ofReal_add, add_halves])
    (by rw [← Complex.ofReal_mul, hp, Complex.ofReal_one]), or_self]
```

At such an energy a band may border a gap, or two bands may touch with no gap between them. The theorem covers both cases: it identifies the multiplier but does not say how many independent eigenvectors belong to it. In the proof, `h4` is $\tau^2=4$ and `hp` is the product condition.

## (f) Multipliers in the gap

Let $|\tau|>2$. Show that there is a real $x$ with $|x|>1$ such that the multipliers are exactly
$$x\quad\text{and}\quad x^{-1}.$$

Put $s=\sqrt{\tau^2-4}$, which is real and non-negative. For $\tau>2$ choose $x=(\tau+s)/2$, so that $x\ge\tau/2>1$. For $\tau<-2$ choose $x=(\tau-s)/2$, so that $x\le\tau/2<-1$. In both cases $(2x-\tau)^2=s^2=\tau^2-4$, which rearranges to
$$x^2-\tau x+1=0.$$
Since $x\neq0$, division by $x$ gives $x+x^{-1}=\tau$. The product of $x$ and $x^{-1}$ is $1$, and (b) finishes the argument.

```lean
/-- If the determinant is one and the trace exceeds 2 in absolute value, the multipliers are exactly
a real number `x` with `|x| > 1` and its inverse. -/
theorem gap_multiplier {M : Matrix (Fin 2) (Fin 2) ℝ} (hM : M.det = 1) (h : 2 < |M.trace|) :
    ∃ x : ℝ, 1 < |x| ∧ ∀ z : ℂ, IsMultiplier M z ↔ z = (x : ℂ) ∨ z = ((x⁻¹ : ℝ) : ℂ) := by
  -- the root of larger modulus of the characteristic equation
  have hroot : ∃ x : ℝ, 1 < |x| ∧ x ^ 2 - M.trace * x + 1 = 0 := by
    generalize M.trace = t at h
    have h4 : 0 ≤ t ^ 2 - 4 := by
      rw [← sq_abs]
      nlinarith
    have hs := Real.sq_sqrt h4
    have h0 := Real.sqrt_nonneg (t ^ 2 - 4)
    rcases lt_abs.1 h with h | h
    · exact ⟨(t + √(t ^ 2 - 4)) / 2, lt_abs.2 (Or.inl (by linarith)),
        by linear_combination hs / 4⟩
    · exact ⟨(t - √(t ^ 2 - 4)) / 2, lt_abs.2 (Or.inr (by linarith)),
        by linear_combination hs / 4⟩
  obtain ⟨x, hx, hq⟩ := hroot
  have hx0 : x ≠ 0 := abs_pos.1 (by linarith)
  have hp : x * x⁻¹ = 1 := mul_inv_cancel₀ hx0
  have hs : x + x⁻¹ = M.trace := mul_left_cancel₀ hx0 (by linear_combination hq + hp)
  exact ⟨x, hx, isMultiplier_iff_of_pair hM
    (by rw [← Complex.ofReal_add, hs]) (by rw [← Complex.ofReal_mul, hp, Complex.ofReal_one])⟩
```

The step `hroot` constructs the root outside the unit circle, with one case for each sign of the trace, which is again called `t` there. On crossing a cell, the eigenvector belonging to $x$ grows by the factor $|x|$ and the one belonging to $x^{-1}$ shrinks by the same factor.

## (g) Reading the trace from the multipliers

Show that both implications can be reversed:
$$|\tau|<2\iff\text{every multiplier }z\text{ has }\operatorname{Im}z\neq0\text{ and }|z|=1,$$
$$|\tau|>2\iff\text{the multipliers are exactly }x,\,x^{-1}\text{ for some real }x\text{ with }|x|>1.$$

The implications from left to right are (c) and (f). For the first converse, suppose that every multiplier is non-real but $|\tau|\ge2$. Then (e) or (f) provides a real multiplier, a contradiction.

For the second converse, $x$ is a multiplier, so $\tau x=x^2+1$ by (a). Taking absolute values and using $(|x|-1)^2>0$ gives
$$|\tau|\,|x|=|x|^2+1>2|x|.$$
Division by $|x|>0$ yields $|\tau|>2$.

```lean
/-- For a real transfer matrix of determinant one, `|tr M| < 2` holds exactly when all multipliers
are non-real of modulus one, and `|tr M| > 2` exactly when the multipliers are a real `x` with
`|x| > 1` and its inverse. -/
theorem band_gap_criterion {M : Matrix (Fin 2) (Fin 2) ℝ} (hM : M.det = 1) :
    (|M.trace| < 2 ↔ ∀ z : ℂ, IsMultiplier M z → z.im ≠ 0 ∧ ‖z‖ = 1) ∧
    (2 < |M.trace| ↔ ∃ x : ℝ, 1 < |x| ∧
      ∀ z : ℂ, IsMultiplier M z ↔ z = (x : ℂ) ∨ z = ((x⁻¹ : ℝ) : ℂ)) := by
  refine ⟨⟨fun h z hz => band_multiplier hM h hz, fun hall => ?_⟩,
    ⟨gap_multiplier hM, fun ⟨x, hx, hz⟩ => ?_⟩⟩
  · -- outside the band there is a real multiplier
    by_contra h
    rcases (not_lt.1 h).eq_or_lt with e | g
    · exact (hall _ ((edge_multiplier hM e.symm _).2 rfl)).1 (Complex.ofReal_im _)
    · obtain ⟨x, -, hx⟩ := gap_multiplier hM g
      exact (hall _ ((hx x).2 (Or.inl rfl))).1 (Complex.ofReal_im _)
  · have h1 := (isMultiplier_iff hM _).1 ((hz x).2 (Or.inl rfl))
    have h2 : x ^ 2 - M.trace * x + 1 = 0 := by exact_mod_cast h1
    have h3 : |M.trace| * |x| = |x| ^ 2 + 1 := by
      rw [← abs_mul, sq_abs, show M.trace * x = x ^ 2 + 1 by linarith]
      exact abs_of_pos (by positivity)
    by_contra h
    have h5 := mul_le_mul_of_nonneg_right (not_lt.1 h) (abs_nonneg x)
    nlinarith [mul_pos (sub_pos.2 hx) (sub_pos.2 hx)]
```

The theorem joins the two equivalences with `∧`. In the second converse, `h3` is the equation for $|\tau|\,|x|$; the proof assumes $|\tau|\le2$ and contradicts the strict inequality above.

## The transfer matrix of a tight-binding chain

Consider a chain with real site energy $\varepsilon$, real nearest-neighbour hopping $t\neq0$ and energy $E$. Its unit cell is one site, and its transfer matrix is
$$T=\begin{pmatrix}(E-\varepsilon)/t&-1\\1&0\end{pmatrix}.$$

```lean
/-- The transfer matrix at energy `E` of a chain with site energy `ε` and nearest-neighbour
hopping `t`, for `t ≠ 0`. -/
def chainTransfer (E ε t : ℝ) : Matrix (Fin 2) (Fin 2) ℝ :=
  !![(E - ε) / t, -1; 1, 0]
```

## (h) The matrix encodes the lattice Schrödinger equation

Let $\psi_n$ be the amplitude on site $n$, taken real here; for complex amplitudes the result applies to the real and imaginary parts separately. Show that
$$T\begin{pmatrix}\psi_n\\\psi_{n-1}\end{pmatrix}=\begin{pmatrix}\psi_{n+1}\\\psi_n\end{pmatrix}
\iff \varepsilon\psi_n+t(\psi_{n+1}+\psi_{n-1})=E\psi_n.$$

The second component on the left says $\psi_n=\psi_n$. The first says
$$\frac{E-\varepsilon}{t}\,\psi_n-\psi_{n-1}=\psi_{n+1}.$$
Multiplying by $t$ and rearranging gives the Schrödinger equation at site $n$. Because $t\neq0$, the step can be reversed.

```lean
/-- For nonzero hopping, the chain transfer matrix carries the real amplitudes on sites `n, n-1` to
those on `n+1, n` exactly when the lattice Schrödinger equation holds at site `n`. -/
theorem chainTransfer_schrodinger (E ε : ℝ) {t : ℝ} (ht : t ≠ 0) (ψprev ψ ψnext : ℝ) :
    chainTransfer E ε t *ᵥ ![ψ, ψprev] = ![ψnext, ψ] ↔
      ε * ψ + t * (ψnext + ψprev) = E * ψ := by
  have e : chainTransfer E ε t *ᵥ ![ψ, ψprev] = ![(E - ε) / t * ψ - ψprev, ψ] := by
    ext i
    fin_cases i <;>
      simp [chainTransfer, Matrix.mulVec, dotProduct, Fin.sum_univ_succ, sub_eq_add_neg]
  have hc : t * ((E - ε) / t) = E - ε := by field_simp
  rw [e]
  constructor
  · intro h
    have h0 : (E - ε) / t * ψ - ψprev = ψnext := congrFun h 0
    linear_combination ψ * hc - t * h0
  · intro h
    have h0 : (E - ε) / t * ψ - ψprev = ψnext :=
      mul_left_cancel₀ ht (by linear_combination ψ * hc - h)
    rw [h0]
```

The real numbers `ψprev`, `ψ` and `ψnext` are $\psi_{n-1}$, $\psi_n$ and $\psi_{n+1}$. The step `e` computes the matrix-vector product, and the two directions of the proof multiply by $t$ and cancel it.

## (i) The band of the chain

Show that all multipliers of $T$ are non-real with modulus one if and only if
$$|E-\varepsilon|<2|t|.$$

The determinant is $\frac{E-\varepsilon}{t}\cdot0-(-1)\cdot1=1$, and the trace is $(E-\varepsilon)/t$. By (g), the condition on the multipliers is equivalent to
$$\frac{|E-\varepsilon|}{|t|}<2,$$
and multiplication by $|t|>0$ gives the result.

```lean
/-- For the chain with nonzero hopping, all multipliers at energy `E` are non-real of modulus one
exactly when `E` is within `2|t|` of the site energy. -/
theorem chain_band (E ε : ℝ) {t : ℝ} (ht : t ≠ 0) :
    (∀ z : ℂ, IsMultiplier (chainTransfer E ε t) z → z.im ≠ 0 ∧ ‖z‖ = 1) ↔
      |E - ε| < 2 * |t| := by
  have hdet : (chainTransfer E ε t).det = 1 := by
    simp [chainTransfer, Matrix.det_fin_two]
  have htr : (chainTransfer E ε t).trace = (E - ε) / t := by
    simp [chainTransfer, Matrix.trace_fin_two]
  rw [← (band_gap_criterion hdet).1, htr, abs_div, div_lt_iff₀ (abs_pos.2 ht)]

end

end TransferMatrixBands
```

The steps `hdet` and `htr` compute the determinant and the trace, after which the first equivalence of `band_gap_criterion` is applied. For this chain the determinant condition is thus derived, not assumed. Inserting the trace into (d) gives the dispersion relation $E=\varepsilon+2t\cos k$ inside the band.

```lean
#print axioms TransferMatrixBands.band_bloch_phase
#print axioms TransferMatrixBands.chainTransfer_schrodinger
#print axioms TransferMatrixBands.chain_band
```

```
'TransferMatrixBands.band_bloch_phase' depends on axioms: [propext, Classical.choice, Quot.sound]
'TransferMatrixBands.chainTransfer_schrodinger' depends on axioms: [propext, Classical.choice, Quot.sound]
'TransferMatrixBands.chain_band' depends on axioms: [propext, Classical.choice, Quot.sound]
```
